# A truncated occupation-number distribution with positive mean has less entropy than the thermal oscillator at the same mean

The cutoff is placed on the distribution under test and not on the thermal distribution it is compared with. One bosonic mode is described by probabilities $p_0,\dots,p_M$ for finding $0,\dots,M$ quanta, while the thermal oscillator keeps its infinite ladder of levels. The mean occupation is not a free parameter either: it is computed from the same vector $p$,

$$n=\sum_{k=0}^{M} k\,p_k .$$

With the Shannon entropy in natural units, $S(p)=-\sum_{k=0}^{M}p_k\ln p_k$, the bound reads

$$S(p)<g(n),\qquad g(n)=(n+1)\ln(n+1)-n\ln n ,$$

for every probability vector $p$ with $n>0$. The right-hand side does not contain $M$. It is the entropy of the thermal distribution with mean $n$ on all occupation numbers.

The condition $n>0$ says that some probability lies above the ground level. If $n=0$, all of it sits at $k=0$, both sides vanish with the convention $0\ln 0=0$, and the strict inequality fails. With $M=0$ this is the only possibility, so the bound has content from $M=1$ on.

## Checking a stored number distribution

A code that keeps a single vibrational or photon mode in a truncated number basis can compute $n$ and $S(p)$ from the stored populations and compare $S(p)$ with $g(n)$. The check needs no temperature and no Hamiltonian, and it stays the same when the cutoff is raised.

A clear violation means that the input is not a probability vector, or that one of the two quantities has been computed wrongly, for example with a logarithm to base 2 in $S(p)$ and a natural one in $g(n)$. Lost norm can also show up in this way. Weights $0.5$ and $0.01$ on levels $0$ and $1$ give $-\sum_k p_k\ln p_k\approx 0.393$ and $\sum_k k\,p_k=0.01$, while $g(0.01)\approx 0.056$.

Passing the check says much less. If the levels are numbered from one by mistake, the computed mean is too large, the bound rises with it, and the error goes unnoticed.

In floating-point arithmetic the comparison needs a tolerance. A thermal distribution cut off far up its tail has an entropy so close to $g(n)$ that rounding can reverse the order.

## Comparison with the thermal weights

For $n>0$ put $r=n/(n+1)$, so that $0<r<1$ and $1/(n+1)=1-r$. The thermal weights are

$$w_k=\frac{1}{n+1}\left(\frac{n}{n+1}\right)^k=(1-r)\,r^k,\qquad k=0,1,2,\dots$$

To see that they deserve the name, let $x>0$ be the level spacing divided by the thermal energy $k_{\mathrm B}T$, and let $n=1/(e^x-1)$ be the Bose–Einstein occupation. Then $n+1=e^x/(e^x-1)$, hence $r=e^{-x}$ and

$$w_k=(1-e^{-x})\,e^{-kx},$$

which are the normalised Boltzmann factors of a harmonic oscillator.

**One level.** Suppose $p_k>0$. The inequality $\ln y\le y-1$ at $y=w_k/p_k$ gives

$$\ln w_k-\ln p_k\le \frac{w_k}{p_k}-1 .$$

Multiplying by $p_k$ and rearranging,

$$-p_k\ln p_k\le -p_k\ln w_k+w_k-p_k .$$

If $p_k=0$, this reads $0\le w_k$, which is true.

**The cross term.** The logarithm of a thermal weight is affine in $k$:

$$\ln w_k=k\ln n-(k+1)\ln(n+1).$$

Therefore

$$-p_k\ln w_k=\ln(n+1)\,p_k+\bigl[\ln(n+1)-\ln n\bigr]\,k\,p_k .$$

Summing over $k$ uses only $\sum_k p_k=1$ and $\sum_k k\,p_k=n$:

$$-\sum_{k=0}^{M}p_k\ln w_k=\ln(n+1)+n\bigl[\ln(n+1)-\ln n\bigr]=g(n).$$

No other property of $p$ enters.

**The missing tail.** The finite geometric sum is

$$\sum_{k=0}^{M}w_k=(1-r)\sum_{k=0}^{M}r^k=1-r^{M+1}.$$

Adding the one-level inequalities gives

$$S(p)\le g(n)+\bigl(1-r^{M+1}\bigr)-1=g(n)-r^{M+1}<g(n).$$

The strictness comes from the thermal probability above the cutoff, which $p$ cannot use.

**No cutoff.** On the full ladder the geometric series gives $\sum_{k\ge0}w_k=1$. From $\sum_{k\ge0}k\,r^k=r/(1-r)^2$ the mean is

$$\sum_{k\ge0}k\,w_k=(1-r)\,\frac{r}{(1-r)^2}=\frac{r}{1-r}=n .$$

The cross-term calculation with $w_k$ in place of $p_k$ then gives $-\sum_{k\ge0}w_k\ln w_k=g(n)$.

## Three equally populated levels

Take $M=2$ and $p_0=p_1=p_2=\tfrac13$. The mean is $n=(0+1+2)/3=1$ and the entropy is $S(p)=\ln 3\approx1.0986$. The thermal value is $g(1)=2\ln2\approx1.3863$.

The intermediate steps are short. At $n=1$ the thermal weights on the three levels are $\tfrac12,\tfrac14,\tfrac18$, so $-\ln w_k=(k+1)\ln 2$. The cross term is $\tfrac13(1+2+3)\ln2=2\ln2$, as it should be. The weights add up to $\tfrac78$, which leaves a tail of $\tfrac18$. The derivation therefore gives $S(p)\le 2\ln2-\tfrac18\approx1.2613$, and $1.0986$ respects it.

## The bound and the thermal distribution in Lean

The vector is `p : Fin (M + 1) → ℝ`, a real number for each of the $M+1$ levels. Since `Fin (M + 1)` counts from zero, the index `k` is the occupation number itself. The definitions `meanNumber`, `entropy` and `thermalEntropy` are $n$, $S(p)$ and $g$, and `thermalWeight n k` is $w_k$. In Lean `Real.log 0` is a real number, namely zero, and an empty level multiplies it by the probability zero. Such a level therefore contributes nothing to `entropy`, in line with the usual convention.

The main theorem, `entropy_lt_thermalEntropy`, has three hypotheses. `hp` says that no probability is negative, `hsum` that they add up to one, and `hmean` that the mean is positive. The conclusion is `entropy p < thermalEntropy (meanNumber p)`, for any `M`.

The theorem `thermal_attains` concerns the infinite ladder. There `HasSum f a` says that the series with terms `f` converges to `a`, and the three parts give total probability one, mean $n$ and entropy $g(n)$. The theorem `thermalWeight_boltzmann` connects the weights with temperature through $x$.

```lean
import Mathlib

open Finset

namespace ThermalEntropyBound

noncomputable section

/-- Mean occupation number of a distribution on the levels `0, ..., M`. -/
def meanNumber {M : ℕ} (p : Fin (M + 1) → ℝ) : ℝ :=
  ∑ k : Fin (M + 1), ((k : ℕ) : ℝ) * p k

/-- Shannon entropy, in natural units, of a distribution on the levels `0, ..., M`. -/
def entropy {M : ℕ} (p : Fin (M + 1) → ℝ) : ℝ :=
  ∑ k, -(p k * Real.log (p k))

/-- The function `(n + 1) ln (n + 1) - n ln n` of a mean occupation number `n > 0`. -/
def thermalEntropy (n : ℝ) : ℝ :=
  (n + 1) * Real.log (n + 1) - n * Real.log n

/-- Thermal weight of level `k` at mean occupation number `n > 0`. -/
def thermalWeight (n : ℝ) (k : ℕ) : ℝ :=
  1 / (n + 1) * (n / (n + 1)) ^ k

/-- For `n > 0`, the number `1 / (n + 1)` equals one minus `n / (n + 1)`. -/
theorem ground_weight {n : ℝ} (hn : 0 < n) : 1 / (n + 1) = 1 - n / (n + 1) := by
  have h1 : n + 1 ≠ 0 := by positivity
  rw [eq_sub_iff_add_eq, ← add_div, add_comm 1 n, div_self h1]

/-- With `x > 0` the level spacing divided by the thermal energy, the mean occupation
`1 / (exp x - 1)` turns the thermal weights into normalised Boltzmann factors. -/
theorem thermalWeight_boltzmann {x : ℝ} (hx : 0 < x) (k : ℕ) :
    thermalWeight (1 / (Real.exp x - 1)) k
      = (1 - Real.exp (-x)) * Real.exp (-((k : ℝ) * x)) := by
  have hE : 0 < Real.exp x - 1 := sub_pos.2 (Real.one_lt_exp_iff.2 hx)
  have hs : 1 / (Real.exp x - 1) + 1 = Real.exp x / (Real.exp x - 1) := by
    rw [div_add_one hE.ne', add_sub_cancel]
  -- the ratio of successive weights is one Boltzmann factor
  have hr : 1 / (Real.exp x - 1) / (1 / (Real.exp x - 1) + 1) = Real.exp (-x) := by
    rw [hs, Real.exp_neg, div_div_div_cancel_right₀ hE.ne', one_div]
  unfold thermalWeight
  rw [ground_weight (one_div_pos.2 hE), hr, ← Real.exp_nat_mul, mul_neg]

/-- For `n > 0`, the logarithm of the thermal weight is affine in the occupation number. -/
theorem log_thermalWeight {n : ℝ} (hn : 0 < n) (k : ℕ) :
    Real.log (thermalWeight n k)
      = (k : ℝ) * Real.log n - ((k : ℝ) + 1) * Real.log (n + 1) := by
  have h1 : n + 1 ≠ 0 := by positivity
  unfold thermalWeight
  rw [Real.log_mul (one_div_ne_zero h1) (pow_ne_zero k (div_ne_zero hn.ne' h1)),
    Real.log_pow, Real.log_div one_ne_zero h1, Real.log_div hn.ne' h1, Real.log_one]
  ring

/-- For `n > 0`, the thermal weights of the lowest `m` levels add up to one minus a
geometric tail. -/
theorem sum_thermalWeight {n : ℝ} (hn : 0 < n) (m : ℕ) :
    ∑ k : Fin m, thermalWeight n (k : ℕ) = 1 - (n / (n + 1)) ^ m := by
  rw [Fin.sum_univ_eq_sum_range (thermalWeight n) m]
  induction m with
  | zero => simp
  | succ m ih =>
    rw [sum_range_succ, ih, pow_succ]
    unfold thermalWeight
    linear_combination (n / (n + 1)) ^ m * ground_weight hn

/-- Gibbs inequality for a single level, with probability `p ≥ 0` and reference
weight `q > 0`. -/
theorem gibbs_term {p q : ℝ} (hp : 0 ≤ p) (hq : 0 < q) :
    -(p * Real.log p) ≤ -(p * Real.log q) + q - p := by
  rcases hp.eq_or_lt with h | h
  · subst h
    simpa using hq.le
  · -- apply `ln y ≤ y - 1` to `y = q / p`
    have hlog := Real.log_le_sub_one_of_pos (div_pos hq h)
    rw [Real.log_div hq.ne' h.ne'] at hlog
    have h2 := mul_le_mul_of_nonneg_left hlog h.le
    have h3 : p * (q / p - 1) = q - p := by field_simp
    rw [h3, mul_sub] at h2
    linarith

/-- A probability distribution on the occupation numbers `0, ..., M` with positive mean `n`
has Shannon entropy strictly below `(n + 1) ln (n + 1) - n ln n`, whatever the cutoff `M`. -/
theorem entropy_lt_thermalEntropy {M : ℕ} (p : Fin (M + 1) → ℝ)
    (hp : ∀ k, 0 ≤ p k) (hsum : ∑ k, p k = 1) (hmean : 0 < meanNumber p) :
    entropy p < thermalEntropy (meanNumber p) := by
  obtain ⟨n, hn⟩ : ∃ n, n = meanNumber p := ⟨_, rfl⟩
  rw [← hn] at hmean ⊢
  have hm : ∑ k : Fin (M + 1), ((k : ℕ) : ℝ) * p k = n := hn.symm
  have hw : ∀ k : ℕ, 0 < thermalWeight n k := fun k => by
    unfold thermalWeight
    positivity
  -- compare with the thermal weights level by level
  have h1 : entropy p ≤ ∑ k : Fin (M + 1),
      (-(p k * Real.log (thermalWeight n (k : ℕ))) + thermalWeight n (k : ℕ) - p k) := by
    unfold entropy
    exact sum_le_sum fun k _ => gibbs_term (hp k) (hw k)
  -- the cross term sees only the normalisation and the mean
  have h2 : ∑ k : Fin (M + 1), -(p k * Real.log (thermalWeight n (k : ℕ)))
      = thermalEntropy n := by
    calc ∑ k : Fin (M + 1), -(p k * Real.log (thermalWeight n (k : ℕ)))
        = ∑ k : Fin (M + 1), (Real.log (n + 1) * p k
            + (Real.log (n + 1) - Real.log n) * (((k : ℕ) : ℝ) * p k)) :=
          sum_congr rfl fun k _ => by
            rw [log_thermalWeight hmean]
            ring
      _ = Real.log (n + 1) * 1 + (Real.log (n + 1) - Real.log n) * n := by
          rw [sum_add_distrib, ← mul_sum, ← mul_sum, hsum, hm]
      _ = thermalEntropy n := by
          unfold thermalEntropy
          ring
  rw [sum_sub_distrib, sum_add_distrib, h2, hsum, sum_thermalWeight hmean] at h1
  -- the thermal tail above the cutoff makes the bound strict
  have htail : 0 < (n / (n + 1)) ^ (M + 1) := by positivity
  linarith

/-- Without a cutoff, the thermal weights at `n > 0` have total probability one, mean
occupation `n` and Shannon entropy exactly `(n + 1) ln (n + 1) - n ln n`. -/
theorem thermal_attains {n : ℝ} (hn : 0 < n) :
    HasSum (thermalWeight n) 1 ∧
    HasSum (fun k : ℕ => (k : ℝ) * thermalWeight n k) n ∧
    HasSum (fun k : ℕ => -(thermalWeight n k * Real.log (thermalWeight n k)))
      (thermalEntropy n) := by
  have h1 : n + 1 ≠ 0 := by positivity
  have hr0 : 0 ≤ n / (n + 1) := by positivity
  have hr1 : n / (n + 1) < 1 := (div_lt_one (by positivity)).2 (by linarith)
  have hr : ‖n / (n + 1)‖ < 1 := by
    rw [Real.norm_of_nonneg hr0]
    exact hr1
  -- normalisation: the geometric series
  have hA : HasSum (thermalWeight n) 1 := by
    have h := (hasSum_geometric_of_lt_one hr0 hr1).mul_left (1 / (n + 1))
    rw [← ground_weight hn, mul_inv_cancel₀ (one_div_ne_zero h1)] at h
    exact h
  -- mean: the differentiated geometric series
  have hB : HasSum (fun k : ℕ => (k : ℝ) * thermalWeight n k) n := by
    have h := (hasSum_coe_mul_geometric_of_norm_lt_one hr).mul_left (1 / (n + 1))
    have hv : 1 / (n + 1) * (n / (n + 1) / (1 - n / (n + 1)) ^ 2) = n := by
      rw [← ground_weight hn]
      field_simp
    have hf : (fun k : ℕ => (k : ℝ) * thermalWeight n k)
        = fun k : ℕ => 1 / (n + 1) * ((k : ℝ) * (n / (n + 1)) ^ k) := by
      funext k
      unfold thermalWeight
      ring
    rw [hv] at h
    rw [hf]
    exact h
  refine ⟨hA, hB, ?_⟩
  -- entropy: a combination of the two previous sums
  have h := (hA.mul_left (Real.log (n + 1))).add
    (hB.mul_left (Real.log (n + 1) - Real.log n))
  have hf : (fun k : ℕ => -(thermalWeight n k * Real.log (thermalWeight n k)))
      = fun k : ℕ => Real.log (n + 1) * thermalWeight n k
        + (Real.log (n + 1) - Real.log n) * ((k : ℝ) * thermalWeight n k) := by
    funext k
    rw [log_thermalWeight hn]
    ring
  have hv : thermalEntropy n
      = Real.log (n + 1) * 1 + (Real.log (n + 1) - Real.log n) * n := by
    unfold thermalEntropy
    ring
  rw [hf, hv]
  exact h

end

end ThermalEntropyBound
```

```lean
#print axioms ThermalEntropyBound.thermalWeight_boltzmann
#print axioms ThermalEntropyBound.entropy_lt_thermalEntropy
#print axioms ThermalEntropyBound.thermal_attains
```

```
'ThermalEntropyBound.thermalWeight_boltzmann' depends on axioms: [propext, Classical.choice, Quot.sound]
'ThermalEntropyBound.entropy_lt_thermalEntropy' depends on axioms: [propext, Classical.choice, Quot.sound]
'ThermalEntropyBound.thermal_attains' depends on axioms: [propext, Classical.choice, Quot.sound]
```

## From the one-level inequality to the strict bound

The lemma `ground_weight` is the identity $1/(n+1)=1-r$. In `thermalWeight_boltzmann` the intermediate fact `hr` is $r=e^{-x}$, after which the Boltzmann form follows by substitution. `log_thermalWeight` expands the logarithm of the product, the power and the quotients into the affine expression in $k$.

`sum_thermalWeight` is the finite geometric sum for the lowest `m` levels, proved by induction on `m`. Adding one more level changes the sum by $r^m/(n+1)$, and `ground_weight` turns this into $(1-r)r^m=r^m-r^{m+1}$, the difference of two successive tails. The main theorem uses it with `m` equal to `M + 1`.

`gibbs_term` is the one-level inequality. It treats $p=0$ and $p>0$ separately, and in the second case applies `Real.log_le_sub_one_of_pos` to `q / p` and multiplies by $p$, as in the derivation.

The main proof then has three parts:

- `h1` adds the one-level inequalities over all levels, with the thermal weights at the mean of `p` as reference.
- `h2` evaluates the cross term. Its `calc` block first splits each summand into a part proportional to $p_k$ and a part proportional to $k\,p_k$, then inserts the normalisation and the mean, and finally recognises $g(n)$.
- `htail` states that $r^{M+1}$ is positive. Once the sums in `h1` have been evaluated, `linarith` combines the two into the strict inequality.

In `thermal_attains`, `hA` is the geometric series and `hB` the series for $\sum_k k\,r^k$, both taken from Mathlib and multiplied by $1/(n+1)$. The entropy series is the linear combination of these two with coefficients $\ln(n+1)$ and $\ln(n+1)-\ln n$, the same coefficients as in the cross term.

## One mode, finite support, real numbers

The inequality holds for every shape of distribution on the levels $0,\dots,M$, thermal or not, provided that it is normalised and has positive mean. It does not assume equilibrium, and the dynamics that produced $p$ plays no part.

The theorem states the strict inequality alone; the margin $r^{M+1}$ appears in the derivation and inside the proof, but not in the conclusion. For the infinite ladder, the file evaluates the thermal distribution and does not bound the entropy of other distributions with infinitely many occupied levels.

The entropy is that of the occupation numbers. If $p$ is the diagonal of a density matrix in the number basis, $S(p)$ equals the von Neumann entropy only when the density matrix is diagonal in that basis. The equal level spacing of the harmonic oscillator enters through the thermal interpretation: for an anharmonic mode the inequality still holds for the populations of levels labelled $0,\dots,M$, but $g(n)$ is then in general not the thermal entropy of that mode.

Finally, the statement is about real numbers. It says nothing about the rounding error of a particular implementation, so the tolerance in a numerical check has to come from an error estimate for the sums and logarithms in the code.
